# Inversion parities fix the discrete Berry phase of a single band at 0 or π when no overlap vanishes

## States, overlaps and phase on a ring of momenta

Take one isolated band of a one-dimensional crystal with lattice constant a, sampled at the 2M momenta

k_j = πj/(Ma), M ≥ 1,

with the index j counted modulo 2M. Let u_j be the normalised Bloch vector at k_j in a lattice model whose Bloch Hamiltonian is periodic in k, so that the vectors close into a ring. The inner product ⟨x, y⟩ is antilinear in x and linear in y. The overlap of neighbours, their cyclic product and the discrete Berry phase are

L_j = ⟨u_j, u_(j+1)⟩,

W = L_0 L_1 ⋯ L_(2M−1),

φ = −arg W, modulo 2π.

The L_j are the raw overlaps. Many texts divide each by its modulus, which leaves φ unchanged.

For a general crystal φ can be any angle once M ≥ 2; for M = 1, W = |L_0|² and φ = 0 whenever the overlap is nonzero. The question is which values remain when the crystal has inversion symmetry, and what decides between them.

## What inversion does to the band

Inversion reverses the momentum. If the band is non-degenerate, the inverted state at k_j must be proportional to the state at −k_j:

I u_j = c_j u_(−j).

Here I is the inversion operator, a linear isometry with I² = 1 that is taken to be the same at every momentum, and c_j is a complex number. Two momenta are their own mirror images: j = 0, the zone centre, and j = M, the zone boundary. There c_j is the parity of the state.

The result is that c_0 and c_M are each ±1 and that, if no L_j vanishes,

W = c_0 c_M r, with r > 0.

Hence φ = 0 exactly when the two parities agree, and φ = π exactly when they are opposite. For a single non-interacting band in one dimension, two parities therefore determine a quantity that is otherwise computed from the whole ring, and this holds on any such mesh without a vanishing overlap, however coarse.

## Derivation by mirror pairs

**The factors are phases.** I preserves norms and the u_j are unit vectors, so |c_j| = 1.

**The parities are signs.** If −j = j, then

u_j = I(I u_j) = c_j I u_j = c_j² u_j.

Since u_j ≠ 0, c_j² = 1. This applies to j = 0 and j = M.

**Mirror-image links are related.** Because I preserves inner products,

L_j = ⟨I u_j, I u_(j+1)⟩ = conj(c_j) c_(j+1) ⟨u_(−j), u_(−j−1)⟩ = conj(c_j) c_(j+1) conj(L_(−j−1)).

Taking the conjugate and multiplying by conj(c_j) c_(j+1), which has modulus 1, gives

L_(−j−1) = conj(c_j) c_(j+1) conj(L_j).

The index is where this derivation most readily goes wrong. The mirror image of link j is link −j−1, not link −j: the link joins j to j+1, so its image joins −j−1 to −j, and a link is labelled by its starting point.

**The ring splits into pairs.** Let k now be an integer index, not a momentum. As k runs from 0 to M−1, the index −k−1 runs through the other half of the ring. Therefore

W = ∏_(k=0)^(M−1) L_k L_(−k−1) = ∏_(k=0)^(M−1) conj(c_k) c_(k+1) |L_k|².

**The phases telescope.** Each interior c_k meets its own conjugate and gives 1. What remains is

W = conj(c_0) c_M ∏_(k=0)^(M−1) |L_k|².

Since c_0 is real, this is c_0 c_M r with r = ∏_(k=0)^(M−1) |L_k|², which is positive because no link vanishes.

**The phase follows.** If c_0 = c_M, then W = r and φ = 0. If c_0 = −c_M, then W = −r and φ = −π, the same angle as π. For M = 1 only the first case occurs, since two states of opposite parity are orthogonal and their overlap would vanish.

## The theorems in words

The space `E` is any complex inner-product space, of finite or infinite dimension. The states are a function `u : ZMod (2 * M) → E`, so the periodicity of the ring is built into the index type, and `[NeZero M]` says M ≥ 1. In `c M` the natural number M is read as an element of that ring.

`link u j` is L_j, `wilsonLoop u` is W and `berryPhase u` is φ, an element of `Real.Angle`, the reals modulo 2π. The name `wilsonLoop` here means a single complex number, not the matrix used for several bands, and `I` is inversion, not the imaginary unit.

`InversionLoop I u c` collects three assumptions: unit norm, I² = 1 and the relation I u_j = c_j u_(−j). No Hamiltonian appears, so the last relation, which physically comes from symmetry and non-degeneracy, is assumed. The c_j enter as arbitrary complex numbers; that they are phases is proved.

The hypothesis `hl` says that every link is nonzero. Physically, neighbouring states must never be orthogonal. Without it W can be 0, whose argument Lean sets to 0, so `berryPhase` would return 0 even for opposite parities.

`inversion_quantisation` states the two signs and the form of W, and `berryPhase_parity` states the two equivalences for φ. Both concern one band on a fixed mesh, with no continuum limit.

The step left to the reader who has a real crystal is the closing of the ring. Cell-periodic Bloch functions at k and k + 2π/a differ by a position-dependent phase factor. It must then enter the last overlap, and also the inversion relation wherever −k_j has to be shifted back into the sampled range. The theorems apply directly to lattice models written so that the Bloch Hamiltonian is periodic in k and the inversion matrix does not depend on k.

## The complete Lean file

```lean
import Mathlib

open Finset ComplexConjugate

namespace InversionBerryPhase

noncomputable section

variable {E : Type*} [NormedAddCommGroup E] [InnerProductSpace ℂ E]

/-- The overlap of the state at `j` with the next state on the ring. -/
def link {N : ℕ} (u : ZMod N → E) (j : ZMod N) : ℂ := inner ℂ (u j) (u (j + 1))

/-- The cyclic product of the overlaps of consecutive states. -/
def wilsonLoop {N : ℕ} [NeZero N] (u : ZMod N → E) : ℂ := ∏ j, link u j

/-- The discrete Berry phase, minus the argument of the cyclic overlap product, as an angle
modulo `2π`; it is meaningful when no overlap vanishes. -/
def berryPhase {N : ℕ} [NeZero N] (u : ZMod N → E) : Real.Angle :=
  ((-(wilsonLoop u).arg : ℝ) : Real.Angle)

/-- Unit states `u j` on a ring of momenta, and an isometry `I` that squares to one and sends
the state at `j` to `c j` times the state at `-j`. -/
structure InversionLoop {N : ℕ} (I : E →ₗᵢ[ℂ] E) (u : ZMod N → E) (c : ZMod N → ℂ) :
    Prop where
  unit : ∀ j, ‖u j‖ = 1
  invol : ∀ x, I (I x) = x
  sewing : ∀ j, I (u j) = c j • u (-j)

/-- The factors `c j` in an inversion-symmetric loop are pure phases. -/
theorem sewing_phase {N : ℕ} {I : E →ₗᵢ[ℂ] E} {u : ZMod N → E} {c : ZMod N → ℂ}
    (h : InversionLoop I u c) (j : ZMod N) : conj (c j) * c j = 1 := by
  have e := I.norm_map (u j)
  rw [h.sewing, norm_smul, h.unit, h.unit, mul_one] at e
  rw [Complex.conj_mul', e]
  norm_num

/-- In an inversion-symmetric loop, the factor `c j` at a momentum with `-j = j` is a parity, `1` or
`-1`. -/
theorem parity_of_fixed {N : ℕ} {I : E →ₗᵢ[ℂ] E} {u : ZMod N → E} {c : ZMod N → ℂ}
    (h : InversionLoop I u c) {j : ZMod N} (hj : -j = j) : c j = 1 ∨ c j = -1 := by
  have e := h.invol (u j)
  rw [h.sewing, hj, I.map_smul, h.sewing, hj, smul_smul] at e
  have hu : u j ≠ 0 := by
    intro h0
    have h1 := h.unit j
    rw [h0, norm_zero] at h1
    norm_num at h1
  have e2 : (c j * c j - 1) • u j = 0 := by rw [sub_smul, one_smul, e, sub_self]
  exact mul_self_eq_one_iff.mp (sub_eq_zero.mp ((smul_eq_zero.mp e2).resolve_right hu))

/-- In an inversion-symmetric loop, the overlap on a link is, up to the phase factor
`conj (c j) * c (j + 1)`, the complex conjugate of the overlap on the mirror-image link. -/
theorem link_reflect {N : ℕ} {I : E →ₗᵢ[ℂ] E} {u : ZMod N → E} {c : ZMod N → ℂ}
    (h : InversionLoop I u c) (j : ZMod N) :
    link u (-j - 1) = conj (c j) * c (j + 1) * conj (link u j) := by
  have e := congrArg conj (I.inner_map_map (u j) (u (j + 1)))
  rw [h.sewing, h.sewing, inner_smul_left, inner_smul_right] at e
  simp only [map_mul, Complex.conj_conj, inner_conj_symm] at e
  unfold link
  rw [show -j - 1 + 1 = -j by ring, show -j - 1 = -(j + 1) by ring, inner_conj_symm]
  linear_combination (conj (c j) * c (j + 1)) * e
    - inner ℂ (u (-(j + 1))) (u (-j)) * (conj (c (j + 1)) * c (j + 1)) * sewing_phase h j
    - inner ℂ (u (-(j + 1))) (u (-j)) * sewing_phase h (j + 1)

/-- On a ring of `2M` states the cyclic overlap product is a product over `M` pairs of
mirror-image links. -/
theorem wilsonLoop_pairs {M : ℕ} [NeZero M] (u : ZMod (2 * M) → E) :
    wilsonLoop u = ∏ k ∈ range M, link u (k : ZMod (2 * M)) * link u (-(k : ZMod (2 * M)) - 1) := by
  have h1 : wilsonLoop u = ∏ k ∈ range (M + M), link u (k : ZMod (2 * M)) := by
    unfold wilsonLoop
    refine Finset.prod_nbij' (fun j => j.val) (fun k => (k : ZMod (2 * M))) ?_ ?_ ?_ ?_ ?_
    · intro j _
      have := ZMod.val_lt j
      simp only [Finset.mem_range]
      omega
    · intro k _
      exact Finset.mem_univ _
    · intro j _
      exact ZMod.natCast_zmod_val j
    · intro k hk
      have := Finset.mem_range.mp hk
      change (k : ZMod (2 * M)).val = k
      rw [ZMod.val_natCast]
      exact Nat.mod_eq_of_lt (by omega)
    · intro j _
      simp only [ZMod.natCast_zmod_val]
  -- the second half of the ring, traversed backwards
  have h2 : ∏ k ∈ range M, link u ((M + k : ℕ) : ZMod (2 * M))
      = ∏ k ∈ range M, link u (-(k : ZMod (2 * M)) - 1) := by
    refine (Finset.prod_range_reflect
      (fun k => link u ((M + k : ℕ) : ZMod (2 * M))) M).symm.trans
      (Finset.prod_congr rfl fun k hk => ?_)
    have hk' := Finset.mem_range.mp hk
    have e : ((M + (M - 1 - k) + (k + 1) : ℕ) : ZMod (2 * M)) = 0 := by
      rw [show M + (M - 1 - k) + (k + 1) = 2 * M by omega]
      exact ZMod.natCast_self _
    rw [Nat.cast_add, Nat.cast_add k 1, Nat.cast_one] at e
    exact congrArg (link u) (by linear_combination e)
  rw [h1, Finset.prod_range_add, h2, ← Finset.prod_mul_distrib]

/-- For an inversion-symmetric loop of `2M` states, the parities at `0` and `M` are `1` or `-1`,
and if no consecutive overlap vanishes the cyclic overlap product is the product of these two
parities times a positive real number. -/
theorem inversion_quantisation {M : ℕ} [NeZero M] {I : E →ₗᵢ[ℂ] E}
    {u : ZMod (2 * M) → E} {c : ZMod (2 * M) → ℂ} (h : InversionLoop I u c)
    (hl : ∀ j, link u j ≠ 0) :
    (c 0 = 1 ∨ c 0 = -1) ∧ (c M = 1 ∨ c M = -1) ∧
      ∃ r : ℝ, 0 < r ∧ wilsonLoop u = c 0 * c M * r := by
  have hM : -(M : ZMod (2 * M)) = M := by
    have e : ((M + M : ℕ) : ZMod (2 * M)) = 0 := by
      rw [show M + M = 2 * M by omega]
      exact ZMod.natCast_self _
    rw [Nat.cast_add] at e
    exact neg_eq_of_add_eq_zero_left e
  have p0 := parity_of_fixed h (neg_zero : -(0 : ZMod (2 * M)) = 0)
  refine ⟨p0, parity_of_fixed h hM, ∏ k ∈ range M, ‖link u (k : ZMod (2 * M))‖ ^ 2,
    Finset.prod_pos fun k _ => pow_pos (norm_pos_iff.mpr (hl _)) 2, ?_⟩
  -- the sewing phases telescope along half of the ring
  have key : ∀ n : ℕ,
      ∏ k ∈ range n, link u (k : ZMod (2 * M)) * link u (-(k : ZMod (2 * M)) - 1)
      = conj (c 0) * c n * ((∏ k ∈ range n, ‖link u (k : ZMod (2 * M))‖ ^ 2 : ℝ) : ℂ) := by
    intro n
    induction n with
    | zero =>
      rw [Finset.prod_range_zero, Finset.prod_range_zero, Nat.cast_zero, Complex.ofReal_one,
        mul_one]
      exact (sewing_phase h 0).symm
    | succ n ih =>
      rw [Finset.prod_range_succ, ih, link_reflect h, Finset.prod_range_succ,
        Complex.ofReal_mul, Complex.ofReal_pow, Nat.cast_succ]
      generalize ((∏ k ∈ range n, ‖link u (k : ZMod (2 * M))‖ ^ 2 : ℝ) : ℂ) = R
      linear_combination
        (conj (c 0) * c (n + 1) * R * (conj (c n) * c n)) * Complex.mul_conj' (link u n)
        + (conj (c 0) * c (n + 1) * R * (‖link u n‖ : ℂ) ^ 2) * sewing_phase h n
  have hc : conj (c 0) = c 0 := by
    rcases p0 with h0 | h0 <;> rw [h0] <;> simp
  rw [wilsonLoop_pairs, key M, hc]

/-- For an inversion-symmetric loop with nonvanishing consecutive overlaps, the Berry phase is
`0` exactly when the parities at `0` and `M` agree, and `π` exactly when they are opposite. -/
theorem berryPhase_parity {M : ℕ} [NeZero M] {I : E →ₗᵢ[ℂ] E}
    {u : ZMod (2 * M) → E} {c : ZMod (2 * M) → ℂ} (h : InversionLoop I u c)
    (hl : ∀ j, link u j ≠ 0) :
    (berryPhase u = 0 ↔ c 0 = c M) ∧ (berryPhase u = (Real.pi : Real.Angle) ↔ c 0 = -c M) := by
  obtain ⟨h0, hM, r, hr, hW⟩ := inversion_quantisation h hl
  have even : wilsonLoop u = (r : ℂ) → berryPhase u = 0 := by
    intro e
    rw [berryPhase, e, Complex.arg_ofReal_of_nonneg hr.le, neg_zero, Real.Angle.coe_zero]
  have odd : wilsonLoop u = ((-r : ℝ) : ℂ) → berryPhase u = (Real.pi : Real.Angle) := by
    intro e
    rw [berryPhase, e, Complex.arg_ofReal_of_neg (by linarith), Real.Angle.coe_neg,
      Real.Angle.neg_coe_pi]
  have hpi := Real.Angle.pi_ne_zero
  rcases h0 with h0 | h0 <;> rcases hM with hM | hM <;> rw [h0, hM] at hW ⊢
  · rw [even (by rw [hW]; ring)]
    exact ⟨by simp, iff_of_false hpi.symm (by norm_num)⟩
  · rw [odd (by rw [hW]; push_cast; ring)]
    exact ⟨iff_of_false hpi (by norm_num), by simp⟩
  · rw [odd (by rw [hW]; push_cast; ring)]
    exact ⟨iff_of_false hpi (by norm_num), by simp⟩
  · rw [even (by rw [hW]; ring)]
    exact ⟨by simp, iff_of_false hpi.symm (by norm_num)⟩

/-- The mirror on a two-level system that reverses the sign of the second amplitude. -/
def mirror : EuclideanSpace ℂ (Fin 2) →ₗᵢ[ℂ] EuclideanSpace ℂ (Fin 2) where
  toFun x := !₂[x 0, -x 1]
  map_add' x y := by ext i; fin_cases i <;> simp [add_comm]
  map_smul' a x := by ext i; fin_cases i <;> simp
  norm_map' x := by simp [EuclideanSpace.norm_eq, Fin.sum_univ_two]

/-- Four states of a two-level system on a ring. -/
def states : ZMod (2 * 2) → EuclideanSpace ℂ (Fin 2) :=
  (![!₂[1, 0], !₂[3 / 5, 4 / 5], !₂[0, 1], !₂[3 / 5, -(4 / 5)]] :
    Fin 4 → EuclideanSpace ℂ (Fin 2))

/-- The factors `1, 1, -1, 1` on a ring of four points. -/
def parities : ZMod (2 * 2) → ℂ := (![1, 1, -1, 1] : Fin 4 → ℂ)

/-- The four two-level states form an inversion-symmetric loop under the mirror, with
nonvanishing consecutive overlaps and Berry phase `π`. -/
theorem inversionLoop_witness :
    InversionLoop mirror states parities ∧ (∀ j, link states j ≠ 0) ∧
      berryPhase states = (Real.pi : Real.Angle) := by
  have cases4 : ∀ j : ZMod (2 * 2), j = 0 ∨ j = 1 ∨ j = 2 ∨ j = 3 := by decide
  have u0 : states 0 = !₂[1, 0] := rfl
  have u1 : states 1 = !₂[3 / 5, 4 / 5] := rfl
  have u2 : states 2 = !₂[0, 1] := rfl
  have u3 : states 3 = !₂[3 / 5, -(4 / 5)] := rfl
  have c0 : parities 0 = 1 := rfl
  have c1 : parities 1 = 1 := rfl
  have c2 : parities 2 = -1 := rfl
  have c3 : parities 3 = 1 := rfl
  have n1 : -(1 : ZMod (2 * 2)) = 3 := by decide
  have n2 : -(2 : ZMod (2 * 2)) = 2 := by decide
  have n3 : -(3 : ZMod (2 * 2)) = 1 := by decide
  have a1 : (1 : ZMod (2 * 2)) + 1 = 2 := by decide
  have a2 : (2 : ZMod (2 * 2)) + 1 = 3 := by decide
  have a3 : (3 : ZMod (2 * 2)) + 1 = 0 := by decide
  have m : ∀ x, mirror x = !₂[x 0, -x 1] := fun _ => rfl
  have hI : InversionLoop mirror states parities := by
    refine ⟨fun j => ?_, fun x => ?_, fun j => ?_⟩
    · rcases cases4 j with rfl | rfl | rfl | rfl <;>
        norm_num [u0, u1, u2, u3, EuclideanSpace.norm_eq, Fin.sum_univ_two]
    · ext i
      fin_cases i <;> simp [m]
    · rcases cases4 j with rfl | rfl | rfl | rfl <;>
        simp only [neg_zero, n1, n2, n3, u0, u1, u2, u3, c0, c1, c2, c3, m] <;>
        ext i <;> fin_cases i <;> simp
  have hl : ∀ j, link states j ≠ 0 := by
    intro j
    rcases cases4 j with rfl | rfl | rfl | rfl <;>
      simp only [link, zero_add, a1, a2, a3, u0, u1, u2, u3] <;>
      norm_num [PiLp.inner_apply, Fin.sum_univ_two]
  refine ⟨hI, hl, (berryPhase_parity (M := 2) hI hl).2.mpr ?_⟩
  have cM : parities ((2 : ℕ) : ZMod (2 * 2)) = -1 := rfl
  rw [c0, cM, neg_neg]

end

end InversionBerryPhase
```

```lean
#print axioms InversionBerryPhase.berryPhase_parity
```

```
'InversionBerryPhase.berryPhase_parity' depends on axioms: [propext, Classical.choice, Quot.sound]
```

## From the lemmas to the quantised phase

`sewing_phase` applies norm preservation to u_j and records the result as `conj (c j) * c j = 1`, the form in which the later algebra uses it. `parity_of_fixed` applies I² = 1 to u_j, moves everything to one side as (c_j² − 1) u_j = 0, and cancels the nonzero vector.

`link_reflect` is the mirror relation. It starts from the conjugated statement that I preserves ⟨u_j, u_(j+1)⟩ and pulls the factors out of both slots. The closing `linear_combination` multiplies by conj(c_j) c_(j+1) and uses `sewing_phase` at j and at j+1 to remove the moduli.

`wilsonLoop_pairs` needs no symmetry. It first rewrites the product over the ring as a product over the integers 0 to 2M−1, then splits it in the middle. `Finset.prod_range_reflect` traverses the second half backwards, which turns its indices into −k−1, and the two halves are merged factor by factor.

In `inversion_quantisation`, `hM` shows that M is its own mirror image, because M + M = 0 in the ring. The telescoping is the statement `key`, proved by induction on the number n of pairs:

∏_(k=0)^(n−1) L_k L_(−k−1) = conj(c_0) c_n ∏_(k=0)^(n−1) |L_k|².

For n = 0 this is conj(c_0) c_0 = 1. In the induction step `link_reflect` supplies the new factor, and `sewing_phase` at n cancels the phase shared by the old and new factors. Setting n = M and using that c_0 is real gives the result.

`berryPhase_parity` runs through the four sign combinations. In each, W is r or −r, whose argument is known, and the equivalences reduce to 0 ≠ π as angles and 1 ≠ −1.

## Four states with Berry phase π

`inversionLoop_witness` shows that the assumptions can be met with opposite parities. The vectors in ℂ² are

u_0 = (1, 0), u_1 = (3/5, 4/5), u_2 = (0, 1), u_3 = (3/5, −4/5),

and `mirror` reverses the sign of the second component. It fixes u_0, exchanges u_1 and u_3, and reverses u_2, so c_0 = c_1 = c_3 = 1 and c_2 = −1. The Lean list `parities` holds all four factors, but only c_0 and c_2 are parities in the physical sense; c_1 and c_3 depend on the phases chosen for u_1 and u_3. The proof checks the assumptions state by state and obtains the phase from `berryPhase_parity`.

The overlaps L_0 to L_3 are 3/5, 4/5, −4/5 and 3/5, with product −144/625. They also show the index rule at work: link 1 is paired with link 2, and the mirror relation L_2 = conj(c_1) c_2 conj(L_1) = −4/5 holds. Pairing link 1 with link 3 would require 3/5 to equal −4/5.
